# In the McMillan formula, stronger coupling reduces the relative effect of the Coulomb pseudopotential on $T_c$

For two fixed Coulomb pseudopotentials $0\le m_1<m_2$, the ratio $T_c(m_1)/T_c(m_2)$ of the transition temperatures predicted by $T_c=\frac{w}{1.2}\exp\!\left(-\frac{1.04(1+l)}{D}\right)$, with phonon scale $w>0$ and $D=l-m(1+0.62\,l)$, strictly decreases as the electron-phonon coupling $l$ grows from any positive value at which $D$ is positive for $m_2$. Between $m=0.10$ and $m=0.15$ the ratio exceeds 4 at $l=0.4$ and is below 1.2 at $l=1.5$.

```lean
import Mathlib

open Real

namespace TcSensitivity

noncomputable section

/-- The effective coupling `D = l - m (1 + 0.62 l)`: electron-phonon coupling `l` reduced by
the Coulomb pseudopotential `m`. -/
def effCoupling (l m : ℝ) : ℝ := l - m * (1 + 0.62 * l)

/-- The superconducting transition temperature for phonon scale `w`, coupling `l` and
Coulomb pseudopotential `m`. -/
def Tc (w l m : ℝ) : ℝ := w / 1.2 * Real.exp (-1.04 * (1 + l) / effCoupling l m)

/-- The logarithm of the transition temperature is the logarithm of the prefactor plus
the exponent. -/
theorem log_Tc {w : ℝ} (hw : 0 < w) (l m : ℝ) :
    Real.log (Tc w l m) = Real.log (w / 1.2) + -1.04 * (1 + l) / effCoupling l m := by
  have h : w / 1.2 ≠ 0 := by positivity
  unfold Tc
  rw [Real.log_mul h (Real.exp_ne_zero _), Real.log_exp]

/-- Sensitivity to the coupling: `d ln Tc / dl = 1.04 (1 + 0.38 m) / D²`. -/
theorem hasDerivAt_log_Tc_coupling {w l m : ℝ} (hw : 0 < w) (hD : 0 < effCoupling l m) :
    HasDerivAt (fun x => Real.log (Tc w x m))
      (1.04 * (1 + 0.38 * m) / effCoupling l m ^ 2) l := by
  have hfun : (fun x => Real.log (Tc w x m)) =
      fun x => Real.log (w / 1.2) + -1.04 * (1 + x) / effCoupling x m :=
    funext fun x => log_Tc hw x m
  rw [hfun]
  have h1 : HasDerivAt (fun x : ℝ => -1.04 * (1 + x)) (-1.04) l :=
    (((hasDerivAt_id' l).const_add 1).const_mul (-1.04)).congr_deriv (by ring)
  have h2 : HasDerivAt (fun x => effCoupling x m) (1 - 0.62 * m) l := by
    unfold effCoupling
    exact ((hasDerivAt_id' l).fun_sub
      ((((hasDerivAt_id' l).const_mul 0.62).const_add 1).const_mul m)).congr_deriv (by ring)
  -- the terms proportional to `l` cancel in the numerator of the quotient rule
  exact ((h1.fun_div h2 hD.ne').const_add _).congr_deriv (by
    simp only [effCoupling]
    ring)

/-- Sensitivity to the Coulomb pseudopotential:
`d ln Tc / dm = -1.04 (1 + l) (1 + 0.62 l) / D²`. -/
theorem hasDerivAt_log_Tc_pseudopotential {w l m : ℝ} (hw : 0 < w)
    (hD : 0 < effCoupling l m) :
    HasDerivAt (fun y => Real.log (Tc w l y))
      (-1.04 * (1 + l) * (1 + 0.62 * l) / effCoupling l m ^ 2) m := by
  have hfun : (fun y => Real.log (Tc w l y)) =
      fun y => Real.log (w / 1.2) + -1.04 * (1 + l) / effCoupling l y :=
    funext fun y => log_Tc hw l y
  rw [hfun]
  have h1 : HasDerivAt (fun _ : ℝ => -1.04 * (1 + l)) 0 m := hasDerivAt_const m _
  have h2 : HasDerivAt (fun y => effCoupling l y) (-(1 + 0.62 * l)) m := by
    unfold effCoupling
    exact (((hasDerivAt_id' m).mul_const (1 + 0.62 * l)).const_sub l).congr_deriv (by ring)
  exact ((h1.fun_div h2 hD.ne').const_add _).congr_deriv (by
    simp only [effCoupling]
    ring)

/-- The exact ratio of the transition temperatures predicted with two values of the Coulomb
pseudopotential at the same coupling. -/
theorem Tc_ratio {w l m₁ m₂ : ℝ} (hw : 0 < w) (h₁ : 0 < effCoupling l m₁)
    (h₂ : 0 < effCoupling l m₂) :
    Tc w l m₁ / Tc w l m₂ = Real.exp (1.04 * (1 + l) * (1 + 0.62 * l) * (m₂ - m₁) /
      (effCoupling l m₁ * effCoupling l m₂)) := by
  have h : w / 1.2 ≠ 0 := by positivity
  unfold Tc
  rw [mul_div_mul_left _ _ h, ← Real.exp_sub, div_sub_div _ _ h₁.ne' h₂.ne']
  congr 2
  unfold effCoupling
  ring

/-- For fixed Coulomb pseudopotentials `0 ≤ m₁ < m₂`, the transition temperature predicted with `m₁`
divided by that predicted with `m₂` strictly decreases when the electron-phonon coupling grows from
a positive value `l` at which the effective coupling for `m₂` is positive. -/
theorem Tc_ratio_strictly_decreasing {w l l' m₁ m₂ : ℝ} (hw : 0 < w) (hl : 0 < l)
    (hll : l < l') (hm₁ : 0 ≤ m₁) (hm : m₁ < m₂) (hD : 0 < effCoupling l m₂) :
    Tc w l' m₁ / Tc w l' m₂ < Tc w l m₁ / Tc w l m₂ := by
  have hl' : 0 < l' := hl.trans hll
  have hs : 0 < l' - l := sub_pos.2 hll
  have hd : 0 < m₂ - m₁ := sub_pos.2 hm
  -- all four effective couplings are positive
  have ha : 0 < 1 - 0.62 * m₂ := by
    by_contra h
    have h' : 0 ≤ 0.62 * m₂ - 1 := by linarith
    unfold effCoupling at hD
    nlinarith [mul_nonneg hl.le h']
  have hD' : 0 < effCoupling l' m₂ := by
    unfold effCoupling at hD ⊢
    nlinarith [mul_pos hs ha]
  have hE : 0 < effCoupling l m₁ := by
    unfold effCoupling at hD ⊢
    nlinarith [mul_pos hd hl]
  have hE' : 0 < effCoupling l' m₁ := by
    unfold effCoupling at hD' ⊢
    nlinarith [mul_pos hd hl']
  -- the exponent is a product of two factors, each decreasing in the coupling
  have A : (1 + l') / effCoupling l' m₁ < (1 + l) / effCoupling l m₁ := by
    rw [div_lt_div_iff₀ hE' hE]
    unfold effCoupling
    nlinarith [mul_nonneg hs.le hm₁]
  have B : (1 + 0.62 * l') / effCoupling l' m₂ < (1 + 0.62 * l) / effCoupling l m₂ := by
    rw [div_lt_div_iff₀ hD' hD]
    unfold effCoupling
    nlinarith [hs]
  have AB := mul_lt_mul'' A B (by positivity) (by positivity)
  have hc : 0 < 1.04 * (m₂ - m₁) := by linarith
  rw [Tc_ratio hw hE' hD', Tc_ratio hw hE hD]
  apply Real.exp_lt_exp.2
  calc _ = 1.04 * (m₂ - m₁) * ((1 + l') / effCoupling l' m₁ *
        ((1 + 0.62 * l') / effCoupling l' m₂)) := by ring
    _ < 1.04 * (m₂ - m₁) * ((1 + l) / effCoupling l m₁ *
        ((1 + 0.62 * l) / effCoupling l m₂)) := mul_lt_mul_of_pos_left AB hc
    _ = _ := by ring

/-- Changing the pseudopotential from 0.15 to 0.10 raises the predicted transition temperature
more than fourfold at coupling 0.4, and by a factor below 1.2 at coupling 1.5. -/
theorem Tc_ratio_benchmarks {w : ℝ} (hw : 0 < w) :
    4 < Tc w 0.4 0.1 / Tc w 0.4 0.15 ∧ Tc w 1.5 0.1 / Tc w 1.5 0.15 < 1.2 := by
  constructor
  · rw [Tc_ratio hw (by norm_num [effCoupling]) (by norm_num [effCoupling])]
    have h1 := Real.exp_one_gt_d9
    have h2 := Real.add_one_le_exp (0.5 : ℝ)
    have h3 : Real.exp 1.5 = Real.exp 1 * Real.exp 0.5 := by
      rw [← Real.exp_add]
      norm_num
    have h4 : 4 < Real.exp 1.5 := by
      rw [h3]
      nlinarith [mul_nonneg (Real.exp_pos 1).le (sub_nonneg.2 h2)]
    exact h4.trans_le (Real.exp_le_exp.2 (by norm_num [effCoupling]))
  · rw [Tc_ratio hw (by norm_num [effCoupling]) (by norm_num [effCoupling])]
    have h1 := Real.add_one_le_exp (-0.16 : ℝ)
    have h2 : Real.exp 0.16 * Real.exp (-0.16) = 1 := by
      rw [← Real.exp_add]
      norm_num
    have h3 : Real.exp 0.16 < 1.2 := by
      nlinarith [mul_nonneg (Real.exp_pos 0.16).le (sub_nonneg.2 h1)]
    exact (Real.exp_le_exp.2 (by norm_num [effCoupling])).trans_lt h3

/-- At every coupling up to 0.4 with positive effective coupling, the predictions for
pseudopotentials 0.10 and 0.15 differ by more than a factor of four. -/
theorem Tc_ratio_weak_coupling {w l : ℝ} (hw : 0 < w) (hl : l ≤ 0.4)
    (hD : 0 < effCoupling l 0.15) : 4 < Tc w l 0.1 / Tc w l 0.15 := by
  have hpos : 0 < l := by
    unfold effCoupling at hD
    linarith
  rcases hl.eq_or_lt with h | h
  · rw [h]
    exact (Tc_ratio_benchmarks hw).1
  · exact (Tc_ratio_benchmarks hw).1.trans
      (Tc_ratio_strictly_decreasing hw hpos h (by norm_num) (by norm_num) hD)

/-- At every coupling of at least 1.5, the ratio of the predictions for pseudopotentials
0.10 and 0.15 is below 1.2. -/
theorem Tc_ratio_strong_coupling {w l : ℝ} (hw : 0 < w) (hl : 1.5 ≤ l) :
    Tc w l 0.1 / Tc w l 0.15 < 1.2 := by
  rcases hl.eq_or_lt with h | h
  · rw [← h]
    exact (Tc_ratio_benchmarks hw).2
  · exact (Tc_ratio_strictly_decreasing hw (by norm_num) h (by norm_num) (by norm_num)
      (by norm_num [effCoupling])).trans (Tc_ratio_benchmarks hw).2

end

end TcSensitivity
```

## Local sensitivities and finite changes of the pseudopotential

The two definitions are real-valued functions. `effCoupling l m` is $D(l,m)$, and `Tc w l m` is the transition temperature. All constants are exact decimals, and $T_c$ comes out in the units of $w$.

Two theorems give logarithmic derivatives, for $w>0$ and $D>0$:

$$
\frac{\partial \ln T_c}{\partial l}=\frac{1.04(1+0.38\,m)}{D^2},\qquad
\frac{\partial \ln T_c}{\partial m}=-\frac{1.04(1+l)(1+0.62\,l)}{D^2}.
$$

They are stated with `HasDerivAt`, which says that the function is differentiable at the given point and has the stated derivative there. The other variables are held fixed.

A derivative describes a small change. For a finite change of the pseudopotential, `Tc_ratio` gives the exact ratio. Writing $D_1=D(l,m_1)$ and $D_2=D(l,m_2)$, both positive, it says

$$
\frac{T_c(w,l,m_1)}{T_c(w,l,m_2)}=\exp\!\left(\frac{1.04(1+l)(1+0.62\,l)(m_2-m_1)}{D_1D_2}\right).
$$

The phonon scale has cancelled.

`Tc_ratio_strictly_decreasing` compares two couplings $0<l<l'$ and says that the ratio at $l'$ is smaller than the ratio at $l$. It assumes $0\le m_1<m_2$ and $D(l,m_2)>0$; the positivity of the other three effective couplings is derived.

The last three theorems concern the pair 0.10 and 0.15. `Tc_ratio_benchmarks` contains the two numerical bounds. `Tc_ratio_weak_coupling` extends the bound of 4 to every $l\le0.4$ with $D(l,0.15)>0$, and `Tc_ratio_strong_coupling` extends the bound of 1.2 to every $l\ge1.5$.

## An attraction reduced by Coulomb repulsion

The expression is the McMillan formula for a phonon-mediated superconductor, with the prefactor $w/1.2$ used by Allen and Dynes. Here $w$ is a logarithmically averaged phonon frequency expressed as a temperature, $l$ measures the strength of the electron-phonon interaction, and $m$, usually written $\mu^*$, represents the screened Coulomb repulsion between the paired electrons, reduced because the phonon-mediated attraction is retarded.

The numbers 1.2, 1.04 and 0.62 belong to an approximate fit that summarises the solution of the Eliashberg equations. The file takes the formula as given and does not derive it from those equations. Anisotropy, several electronic bands and the additional strong-coupling correction factors are absent.

The condition $D>0$ means that the phonon attraction outweighs the Coulomb term. For $D<0$ the exponent becomes positive when $l>-1$, and the formula no longer describes a transition temperature.

In electronic-structure work, $w$ and $l$ can be computed from phonons and electron-phonon matrix elements while $m$ is often chosen as a parameter; within this isotropic closed formula, the ratio shows how strongly that choice affects the prediction. The monotonicity theorem concerns this relative change and makes no statement about the difference of the two temperatures in kelvin.

## The logarithm and the quotient rule

Since $w/1.2$ and the exponential are both nonzero,

$$
\ln T_c=\ln\frac{w}{1.2}-\frac{1.04(1+l)}{D}.
$$

This is `log_Tc`. Both derivative proofs first use it to replace the logarithm by this sum.

For the derivative in $l$, the numerator $-1.04(1+l)$ has derivative $-1.04$, and $\partial D/\partial l=1-0.62\,m$. The quotient rule gives

$$
\frac{\partial\ln T_c}{\partial l}
=-1.04\,\frac{D-(1+l)(1-0.62\,m)}{D^2}.
$$

Expanding the bracket,

$$
l-m-0.62\,lm-1-l+0.62\,m+0.62\,lm=-1-0.38\,m,
$$

so every term containing $l$ cancels and the stated result follows.

For the derivative in $m$, the numerator is constant and $\partial D/\partial m=-(1+0.62\,l)$. Therefore

$$
\frac{\partial\ln T_c}{\partial m}
=\frac{1.04(1+l)}{D^2}\frac{\partial D}{\partial m}
=-\frac{1.04(1+l)(1+0.62\,l)}{D^2}.
$$

In each Lean proof, `h1` and `h2` are the derivatives of numerator and denominator, `fun_div` is the quotient rule, and `ring` checks the final algebra. The hypothesis `hD` supplies the nonzero denominator.

## Two decreasing factors in the exponent

Dividing the two temperatures cancels $w/1.2$ and subtracts the exponents:

$$
-\frac{1.04(1+l)}{D_1}+\frac{1.04(1+l)}{D_2}
=1.04(1+l)\frac{D_1-D_2}{D_1D_2}.
$$

Because $D_1-D_2=(m_2-m_1)(1+0.62\,l)$, this is the exponent in `Tc_ratio`. The Lean proof takes the same route: `mul_div_mul_left` cancels the prefactor, `Real.exp_sub` combines the exponentials, and `div_sub_div` puts the exponents over a common denominator.

To compare couplings $l<l'$, first check the signs. If $1-0.62\,m_2$ were zero or negative, then $D(l,m_2)=l(1-0.62\,m_2)-m_2$ would be negative, against the hypothesis. Hence $1-0.62\,m_2>0$, so $D(\cdot,m_2)$ increases with coupling and $D(l',m_2)>0$. Lowering the pseudopotential to $m_1$ raises $D$ at either coupling. These steps are `ha`, `hD'`, `hE` and `hE'`.

Now write the exponent as

$$
1.04(m_2-m_1)\cdot\frac{1+l}{D(l,m_1)}\cdot\frac{1+0.62\,l}{D(l,m_2)}.
$$

The first fraction decreases because cross-multiplication leaves

$$
(1+l)D(l',m_1)-(1+l')D(l,m_1)=(1+0.38\,m_1)(l'-l)>0.
$$

The second decreases because

$$
(1+0.62\,l)D(l',m_2)-(1+0.62\,l')D(l,m_2)=l'-l>0.
$$

These are the inequalities `A` and `B`. In both, `div_lt_div_iff₀` performs the cross-multiplication and `nlinarith` proves the polynomial inequality. All the fractions are positive, so `mul_lt_mul''` multiplies the two inequalities. The positive constant $1.04(m_2-m_1)$ preserves the order, and so does the exponential.

## The bounds at couplings 0.4 and 1.5

At $l=0.4$, the effective couplings for $m=0.10$ and $m=0.15$ are 0.2752 and 0.2128. The exponent of the ratio is about 1.551, which is greater than 1.5. Using $e>2.718$ and $e^x\ge1+x$,

$$
e^{1.5}=e\cdot e^{0.5}>2.718\times1.5=4.077>4.
$$

At $l=1.5$, the effective couplings are 1.307 and 1.2105, and the exponent is about 0.1586, which is less than 0.16. From $e^{-0.16}\ge0.84$ it follows that

$$
e^{0.16}\le\frac{1}{0.84}<1.2.
$$

In `Tc_ratio_benchmarks`, `norm_num` compares the exact exponents with 1.5 and 0.16, while `Real.add_one_le_exp` supplies the inequality $1+x\le e^x$. The ratios themselves are approximately 4.72 and 1.17.

The two extensions treat the endpoint and the remaining couplings separately. At $l=0.4$ or $l=1.5$ the numerical bound applies directly. Below 0.4, as long as $D(l,0.15)>0$, the ratio is larger than at 0.4, and above 1.5 it is smaller than at 1.5. For weak coupling, $D(l,0.15)=0.907\,l-0.15>0$ already forces $l>0$, so positivity of $l$ is not a separate hypothesis. For strong coupling, the effective couplings are automatically positive.

## Very strong coupling and a negative effective coupling

As $l\to\infty$ with $m_1$ and $m_2$ fixed and $1-0.62\,m_2>0$, the exponent of the ratio tends to

$$
\frac{1.04\times0.62\,(m_2-m_1)}{(1-0.62\,m_1)(1-0.62\,m_2)}.
$$

For 0.10 and 0.15 the limiting ratio is about 1.039. Within the formula, some dependence on the pseudopotential therefore remains at arbitrarily large coupling. This limit is a short calculation from `Tc_ratio`, not one of the file's theorems.

The condition $D(l,m_2)>0$ is needed for the monotonicity. Take $l=0.15$, $m_1=0.10$ and $m_2=0.15$. Then $D(l,m_1)=0.0407$, but $D(l,m_2)=-0.01395$. The first exponential is below 1 and the second is above 1, so the ratio of the two values of `Tc` is below 1. At $l'=0.4$ it exceeds 4, so the ratio has increased with coupling. The same values show that the weak-coupling bound also fails without its condition on $D$.

```lean
#print axioms TcSensitivity.hasDerivAt_log_Tc_coupling
-- 'TcSensitivity.hasDerivAt_log_Tc_coupling' depends on axioms: [propext, Classical.choice, Quot.sound]
#print axioms TcSensitivity.hasDerivAt_log_Tc_pseudopotential
-- 'TcSensitivity.hasDerivAt_log_Tc_pseudopotential' depends on axioms: [propext, Classical.choice, Quot.sound]
#print axioms TcSensitivity.Tc_ratio_weak_coupling
-- 'TcSensitivity.Tc_ratio_weak_coupling' depends on axioms: [propext, Classical.choice, Quot.sound]
#print axioms TcSensitivity.Tc_ratio_strong_coupling
-- 'TcSensitivity.Tc_ratio_strong_coupling' depends on axioms: [propext, Classical.choice, Quot.sound]
```
